# The Hashin–Shtrikman principle in finite dimension: minimum energy as a maximum over polarizations for a softer comparison medium

Q: Two dielectrics fill a periodic cell and I apply an average field. The local field adjusts until the energy is minimal, and that minimum fixes the effective permittivity along the applied field. Any trial field bounds it from above. I am told that a trial polarization, taken relative to a softer comparison medium, bounds it from below, but the formal statement speaks of an abstract vector space. Where is the composite?

A: Discretise the cell. Its fields form a finite-dimensional real inner product space $V$. The applied average is the uniform field $v$, and $E$ is the subspace of admissible fluctuations, here curl-free fields of zero average, which are therefore orthogonal to $v$; $E$ is not the electric field. The symmetric operator $A$ multiplies by the local permittivity.

In Lean 4 with Mathlib:

```lean
import Mathlib

open scoped InnerProductSpace

namespace HashinShtrikmanPrinciple

noncomputable section

variable {V : Type*} [NormedAddCommGroup V] [InnerProductSpace ℝ V] [FiniteDimensional ℝ V]
```

The energy is $\langle u,Au\rangle$, without the usual factor $1/2$.

```lean
/-- The energy `⟨u, A u⟩` of a field `u` in a medium with modulus operator `A`. -/
def energy (A : Module.End ℝ V) (u : V) : ℝ := ⟪u, A u⟫_ℝ
```

Q: And the constant $c$?

A: It is the permittivity of a uniform comparison medium that we choose, because its response is known. The contrast is $B=A-c$.

```lean
/-- The contrast `A - c` between the medium and a uniform comparison medium of modulus `c`. -/
def contrast (A : Module.End ℝ V) (c : ℝ) : Module.End ℝ V := A - c • 1
```

With $G$ the orthogonal projection onto $E$, written `E.starProjection`, a polarization $t$ is assigned the value
$$H(t)=c\|v\|^2+2\langle t,v\rangle-\langle t,B^{-1}t\rangle-\|Gt\|^2/c .$$
This $t$ is measured relative to the comparison medium, not to vacuum.

```lean
/-- The Hashin-Shtrikman functional of a polarization `t`, for mean field `v` and fluctuation
space `E`; its domain is `c ≠ 0` with `A - c` invertible. -/
def hs (A : Module.End ℝ V) (E : Submodule ℝ V) (c : ℝ) (v t : V) : ℝ :=
  c * ‖v‖ ^ 2 + 2 * ⟪t, v⟫_ℝ - ⟪t, Ring.inverse (contrast A c) t⟫_ℝ
    - ‖E.starProjection t‖ ^ 2 / c
```

Q: Where is Gauss's law?

A: In the equilibrium condition: the flux $A(v+x)$ is orthogonal to every fluctuation in $E$, which is the weak form of a divergence-free displacement.

```lean
/-- The fluctuation `x` lies in `E` and the flux `A (v + x)` is orthogonal to `E`. -/
def IsEquilibrium (A : Module.End ℝ V) (E : Submodule ℝ V) (v x : V) : Prop :=
  x ∈ E ∧ ∀ y ∈ E, ⟪y, A (v + x)⟫_ℝ = 0
```

Q: Your functional contains $B^{-1}$. Why does it exist?

A: If $Bu=0$, then $\langle u,Bu\rangle=0$, so a definite $B$ forces $u=0$; an injective operator on $V$ is invertible. That is `isUnit_of_form_ne_zero`. Two other facts are needed. For $x\in E$, $\langle x,Gt\rangle=\langle x,t\rangle$ (`inner_proj`). With $w=B^{-1}s$, $\langle s,B^{-1}s\rangle=\langle w,Bw\rangle$ (`inverse_form`), so $B^{-1}$ inherits the sign of $B$.

```lean
omit [FiniteDimensional ℝ V] in
lemma contrast_apply (A : Module.End ℝ V) (c : ℝ) (u : V) :
    contrast A c u = A u - c • u := rfl

lemma inner_proj (E : Submodule ℝ V) {x : V} (hx : x ∈ E) (t : V) :
    ⟪x, E.starProjection t⟫_ℝ = ⟪x, t⟫_ℝ := by
  have h := Submodule.starProjection_inner_eq_zero t x hx
  rw [inner_sub_left] at h
  linarith [real_inner_comm x t, real_inner_comm x (E.starProjection t)]

/-- An operator whose quadratic form vanishes only at zero is invertible. -/
theorem isUnit_of_form_ne_zero {B : Module.End ℝ V}
    (h : ∀ u, u ≠ 0 → ⟪u, B u⟫_ℝ ≠ 0) : IsUnit B := by
  rw [LinearMap.isUnit_iff_ker_eq_bot, LinearMap.ker_eq_bot']
  intro u hu
  by_contra hne
  exact h u hne (by rw [hu, inner_zero_right])

omit [FiniteDimensional ℝ V] in
lemma apply_inverse {B : Module.End ℝ V} (hB : IsUnit B) (s : V) :
    B (Ring.inverse B s) = s :=
  LinearMap.congr_fun (Ring.mul_inverse_cancel B hB) s

omit [FiniteDimensional ℝ V] in
lemma inverse_form {B : Module.End ℝ V} (hB : IsUnit B) (s : V) :
    ⟪s, Ring.inverse B s⟫_ℝ = ⟪Ring.inverse B s, B (Ring.inverse B s)⟫_ℝ := by
  rw [apply_inverse hB, real_inner_comm]
```

Q: How can a polarization know anything about the energy of a field?

A: Through an identity. Take $x\in E$, $u=v+x$ and $s=t-Bu$. Since $B$ is symmetric and $v\perp x$,
$$\langle s,B^{-1}s\rangle=\langle t,B^{-1}t\rangle-2\langle t,u\rangle+\langle u,Bu\rangle,$$
$$c\|x+Gt/c\|^2=c\|x\|^2+2\langle x,t\rangle+\|Gt\|^2/c,$$
$$\langle u,Au\rangle=c\|v\|^2+c\|x\|^2+\langle u,Bu\rangle .$$
Add the first two lines and use the third to eliminate $\langle u,Bu\rangle$. The terms in $\langle t,x\rangle$ cancel, leaving
$$\langle u,Au\rangle-H(t)=\langle s,B^{-1}s\rangle+c\|x+Gt/c\|^2 .$$
In the code these three lines are `h1`, `h2` and `h3`; `rw` substitutes them, and `linear_combination` cancels the remaining cross terms.

```lean
/-- Gap identity: for symmetric `A`, invertible contrast, `c ≠ 0`, `v` orthogonal to `E` and `x`
in `E`, the energy minus the Hashin-Shtrikman functional is a sum of two quadratic forms. -/
theorem energy_sub_hs {A : Module.End ℝ V} {E : Submodule ℝ V} {c : ℝ} {v x : V}
    (hA : LinearMap.IsSymmetric A) (hc : c ≠ 0) (hB : IsUnit (contrast A c))
    (hv : v ∈ Eᗮ) (hx : x ∈ E) (t : V) :
    energy A (v + x) - hs A E c v t =
      ⟪t - contrast A c (v + x),
        Ring.inverse (contrast A c) (t - contrast A c (v + x))⟫_ℝ
      + c * ‖x + c⁻¹ • E.starProjection t‖ ^ 2 := by
  have hBs : ∀ a b, ⟪contrast A c a, b⟫_ℝ = ⟪a, contrast A c b⟫_ℝ := fun a b => by
    rw [contrast_apply, contrast_apply, inner_sub_left, inner_sub_right,
      real_inner_smul_left, real_inner_smul_right, hA a b]
  have hl : ∀ s, Ring.inverse (contrast A c) (contrast A c s) = s := fun s =>
    LinearMap.congr_fun (Ring.inverse_mul_cancel _ hB) s
  have hvx : ⟪v, x⟫_ℝ = 0 := (Submodule.mem_orthogonal' E v).1 hv x hx
  have hcc : c * c⁻¹ = 1 := mul_inv_cancel₀ hc
  -- complete the square in the polarization
  have h1 : ⟪t - contrast A c (v + x),
      Ring.inverse (contrast A c) (t - contrast A c (v + x))⟫_ℝ =
      ⟪t, Ring.inverse (contrast A c) t⟫_ℝ - 2 * ⟪t, v + x⟫_ℝ
        + ⟪v + x, contrast A c (v + x)⟫_ℝ := by
    rw [map_sub, hl, inner_sub_left, inner_sub_right, inner_sub_right,
      hBs (v + x) (Ring.inverse (contrast A c) t), apply_inverse hB, hBs (v + x) (v + x),
      real_inner_comm t (v + x)]
    ring
  -- complete the square in the fluctuation
  have h2 : c * ‖x + c⁻¹ • E.starProjection t‖ ^ 2 =
      c * ‖x‖ ^ 2 + 2 * ⟪x, t⟫_ℝ + ‖E.starProjection t‖ ^ 2 / c := by
    rw [norm_add_sq_real, real_inner_smul_right, norm_smul, mul_pow, inner_proj E hx,
      Real.norm_eq_abs, sq_abs, div_eq_mul_inv]
    linear_combination (2 * ⟪x, t⟫_ℝ + c⁻¹ * ‖E.starProjection t‖ ^ 2) * hcc
  have h3 : energy A (v + x) =
      c * (‖v‖ ^ 2 + ‖x‖ ^ 2) + ⟪v + x, contrast A c (v + x)⟫_ℝ := by
    rw [energy, contrast_apply, inner_sub_right, real_inner_smul_right,
      real_inner_self_eq_norm_sq (v + x), norm_add_sq_real, hvx]
    ring
  have h4 : ⟪t, v + x⟫_ℝ = ⟪t, v⟫_ℝ + ⟪t, x⟫_ℝ := inner_add_right _ _ _
  have h5 : ⟪t, x⟫_ℝ = ⟪x, t⟫_ℝ := real_inner_comm x t
  rw [h1, h2, h3]
  unfold hs
  linear_combination 2 * h4 + 2 * h5
```

Q: You still need an actual equilibrium field. Is it assumed?

A: It is derived from positive definiteness of $A$. Let $M=GAG+(1-G)$. If $Mz=0$, the inner product with $Gz$ gives $\langle Gz,AGz\rangle=0$, so $Gz=0$, and then $z=0$. Thus $M$ is injective, hence surjective. Solve $Mz=-GAv$ and set $x=Gz$. For $y\in E$ the term $(1-G)z$ drops out, so $\langle y,Ax\rangle=-\langle y,Av\rangle$, which is equilibrium.

```lean
/-- For a positive definite modulus operator every mean field has an equilibrium fluctuation. -/
theorem exists_equilibrium {A : Module.End ℝ V} (E : Submodule ℝ V) (v : V)
    (hpos : ∀ u, u ≠ 0 → 0 < ⟪u, A u⟫_ℝ) : ∃ x, IsEquilibrium A E v x := by
  let G : V →ₗ[ℝ] V := (E.starProjection : V →ₗ[ℝ] V)
  let M : V →ₗ[ℝ] V := G ∘ₗ A ∘ₗ G + (LinearMap.id - G)
  have hM : ∀ z, M z = E.starProjection (A (E.starProjection z))
      + (z - E.starProjection z) := fun z => rfl
  have hinj : Function.Injective M := (injective_iff_map_eq_zero M).2 fun z hz => by
    rw [hM] at hz
    have hm : E.starProjection z ∈ E := E.starProjection_apply_mem z
    have h : ⟪E.starProjection z, E.starProjection (A (E.starProjection z))
        + (z - E.starProjection z)⟫_ℝ = 0 := by rw [hz, inner_zero_right]
    rw [inner_add_right, inner_sub_right] at h
    have hP : E.starProjection z = 0 := by
      by_contra hne
      linarith [hpos _ hne, inner_proj E hm (A (E.starProjection z)), inner_proj E hm z]
    simpa [hP] using hz
  -- an injective linear map from `V` to itself is onto, so the projected field equation is solvable
  obtain ⟨z, hz⟩ := LinearMap.injective_iff_surjective.1 hinj (-(E.starProjection (A v)))
  refine ⟨E.starProjection z, E.starProjection_apply_mem z, fun y hy => ?_⟩
  have h : ⟪y, E.starProjection (A (E.starProjection z)) + (z - E.starProjection z)⟫_ℝ
      = ⟪y, -(E.starProjection (A v))⟫_ℝ := by rw [← hM, hz]
  rw [inner_add_right, inner_sub_right, inner_neg_right] at h
  rw [map_add, inner_add_right]
  linarith [inner_proj E hy (A (E.starProjection z)), inner_proj E hy z,
    inner_proj E hy (A v)]
```

Q: And it minimises the energy?

A: For any $y\in E$,
$$\langle v+y,A(v+y)\rangle=\langle v+x,A(v+x)\rangle+2\langle y-x,A(v+x)\rangle+\langle y-x,A(y-x)\rangle .$$
The middle term vanishes by equilibrium and the last is nonnegative.

```lean
omit [FiniteDimensional ℝ V] in
/-- For symmetric `A` with nonnegative energy, an equilibrium fluctuation minimises the energy
among all fluctuations in `E`. -/
theorem equilibrium_isLeast {A : Module.End ℝ V} {E : Submodule ℝ V} {v x : V}
    (hA : LinearMap.IsSymmetric A) (hpos : ∀ u, 0 ≤ ⟪u, A u⟫_ℝ)
    (h : IsEquilibrium A E v x) :
    IsLeast ((fun y => energy A (v + y)) '' (E : Set V)) (energy A (v + x)) := by
  refine ⟨⟨x, h.1, rfl⟩, ?_⟩
  rintro _ ⟨y, hy, rfl⟩
  have h0 := h.2 (y - x) (E.sub_mem hy h.1)
  have h1 : ⟪v + x, A (y - x)⟫_ℝ = 0 := by rw [← hA, real_inner_comm, h0]
  have e : v + y = (v + x) + (y - x) := by abel
  change energy A (v + x) ≤ energy A (v + y)
  rw [e]
  unfold energy
  rw [map_add A (v + x) (y - x),
    inner_add_right (v + x + (y - x)) (A (v + x)) (A (y - x)),
    inner_add_left (v + x) (y - x) (A (v + x)),
    inner_add_left (v + x) (y - x) (A (y - x)), h0, h1]
  linarith [hpos (y - x)]
```

Q: Does some polarization reach that energy?

A: Yes, $t=B(v+x)$. Then $s=0$. Equilibrium gives $GA(v+x)=0$, and $G(v+x)=x$, so $Gt=-cx$. Both terms of the gap vanish. The code obtains $Gt+cx=0$ (`hw`) by showing that this vector lies in $E$ and is orthogonal to $E$.

```lean
/-- At equilibrium the polarization `(A - c)(v + x)` makes the Hashin-Shtrikman functional equal
to the energy, for symmetric `A`, `c ≠ 0`, invertible contrast and `v` orthogonal to `E`. -/
theorem hs_polarization {A : Module.End ℝ V} {E : Submodule ℝ V} {c : ℝ} {v x : V}
    (hA : LinearMap.IsSymmetric A) (hc : c ≠ 0) (hB : IsUnit (contrast A c))
    (hv : v ∈ Eᗮ) (h : IsEquilibrium A E v x) :
    hs A E c v (contrast A c (v + x)) = energy A (v + x) := by
  have gap := energy_sub_hs hA hc hB hv h.1 (contrast A c (v + x))
  -- the projected polarization is `-c x`
  have hw : E.starProjection (contrast A c (v + x)) + c • x = 0 := by
    have hm : E.starProjection (contrast A c (v + x)) + c • x ∈ E :=
      E.add_mem (E.starProjection_apply_mem _) (E.smul_mem c h.1)
    have key : ∀ y ∈ E, ⟪y, E.starProjection (contrast A c (v + x)) + c • x⟫_ℝ = 0 := by
      intro y hy
      have hyv : ⟪y, v⟫_ℝ = 0 := (Submodule.mem_orthogonal E v).1 hv y hy
      rw [inner_add_right, inner_proj E hy, contrast_apply, inner_sub_right, h.2 y hy,
        real_inner_smul_right, real_inner_smul_right, inner_add_right, hyv]
      ring
    exact inner_self_eq_zero.1 (key _ hm)
  have hz : x + c⁻¹ • E.starProjection (contrast A c (v + x)) = 0 := by
    rw [eq_neg_of_add_eq_zero_left hw, smul_neg, smul_smul, inv_mul_cancel₀ hc, one_smul,
      add_neg_cancel]
  rw [hz, sub_self, inner_zero_left, norm_zero] at gap
  linarith
```

Q: Now read me the main theorem.

A: Let $A$ be symmetric, $c>0$, $A-c$ positive definite and $v\in E^\perp$. Then one number $m$ is both the least energy over $x\in E$ (`IsLeast`) and the greatest value of $H$ over all $t\in V$ (`IsGreatest`); both are attained. For the proof, $A=B+c$ is positive definite, so an equilibrium $x$ exists. With that $x$ both gap terms are nonnegative for every $t$, so $H(t)\le m$, and the previous step gives equality.

```lean
/-- **Hashin-Shtrikman variational principle.** For `c > 0`, symmetric `A` with `A - c` positive
definite and `v` orthogonal to `E`, the minimum energy over fluctuations in `E` equals the maximum
of the Hashin-Shtrikman functional over all polarizations. -/
theorem hashin_shtrikman {A : Module.End ℝ V} {E : Submodule ℝ V} {c : ℝ} {v : V}
    (hA : LinearMap.IsSymmetric A) (hc : 0 < c)
    (hB : ∀ u, u ≠ 0 → 0 < ⟪u, contrast A c u⟫_ℝ) (hv : v ∈ Eᗮ) :
    ∃ m, IsLeast ((fun x => energy A (v + x)) '' (E : Set V)) m ∧
      IsGreatest (Set.range (hs A E c v)) m := by
  have hU := isUnit_of_form_ne_zero fun u hu => (hB u hu).ne'
  have hB0 : ∀ u, 0 ≤ ⟪u, contrast A c u⟫_ℝ := fun u => by
    by_cases hu : u = 0
    · simp [hu]
    · exact (hB u hu).le
  have hpos : ∀ u, u ≠ 0 → 0 < ⟪u, A u⟫_ℝ := fun u hu => by
    have h := hB u hu
    rw [contrast_apply, inner_sub_right, real_inner_smul_right,
      real_inner_self_eq_norm_sq] at h
    have : 0 ≤ c * ‖u‖ ^ 2 := by positivity
    linarith
  have hpos0 : ∀ u, 0 ≤ ⟪u, A u⟫_ℝ := fun u => by
    by_cases hu : u = 0
    · simp [hu]
    · exact (hpos u hu).le
  obtain ⟨x, hx⟩ := exists_equilibrium E v hpos
  refine ⟨energy A (v + x), equilibrium_isLeast hA hpos0 hx,
    ⟨_, hs_polarization hA hc.ne' hU hv hx⟩, ?_⟩
  rintro _ ⟨t, rfl⟩
  -- both terms of the gap are nonnegative
  have gap := energy_sub_hs hA hc.ne' hU hv hx.1 t
  rw [inverse_form hU] at gap
  have h2 : 0 ≤ c * ‖x + c⁻¹ • E.starProjection t‖ ^ 2 := by positivity
  linarith [hB0 (Ring.inverse (contrast A c) (t - contrast A c (v + x)))]
```

Q: What if my comparison medium is stiffer than the composite?

A: Then the maximum can fail. Take $V=\mathbb R$, $E=\{0\}$, $v=1$, $A=1$, $c=2$. The energy is $1$, but $H(t)=2+2t+t^2$ is unbounded above. So positive definite $A$ with invertible contrast is not enough for the maximum. The minimum of this $H$ is $1$, as the companion theorem says: for positive definite $A$ and negative definite $B$, the least energy is the minimum of $H$. Given $t$, choose the trial fluctuation $-Gt/c$. The squared norm in the gap vanishes and the other term is at most zero, so $H(t)$ is at least that trial energy, hence at least $m$.

```lean
/-- Companion principle for a stiff comparison medium: for `c > 0`, symmetric positive definite
`A` with `A - c` negative definite and `v` orthogonal to `E`, the minimum energy equals the minimum
of the Hashin-Shtrikman functional. -/
theorem hashin_shtrikman_upper {A : Module.End ℝ V} {E : Submodule ℝ V} {c : ℝ} {v : V}
    (hA : LinearMap.IsSymmetric A) (hc : 0 < c) (hpos : ∀ u, u ≠ 0 → 0 < ⟪u, A u⟫_ℝ)
    (hB : ∀ u, u ≠ 0 → ⟪u, contrast A c u⟫_ℝ < 0) (hv : v ∈ Eᗮ) :
    ∃ m, IsLeast ((fun x => energy A (v + x)) '' (E : Set V)) m ∧
      IsLeast (Set.range (hs A E c v)) m := by
  have hU := isUnit_of_form_ne_zero fun u hu => (hB u hu).ne
  have hB0 : ∀ u, ⟪u, contrast A c u⟫_ℝ ≤ 0 := fun u => by
    by_cases hu : u = 0
    · simp [hu]
    · exact (hB u hu).le
  have hpos0 : ∀ u, 0 ≤ ⟪u, A u⟫_ℝ := fun u => by
    by_cases hu : u = 0
    · simp [hu]
    · exact (hpos u hu).le
  obtain ⟨x, hx⟩ := exists_equilibrium E v hpos
  have hmin := equilibrium_isLeast hA hpos0 hx
  refine ⟨energy A (v + x), hmin, ⟨_, hs_polarization hA hc.ne' hU hv hx⟩, ?_⟩
  rintro _ ⟨t, rfl⟩
  -- the trial fluctuation `-G t / c` removes the positive term of the gap
  have hy : -(c⁻¹ • E.starProjection t) ∈ E :=
    E.neg_mem (E.smul_mem _ (E.starProjection_apply_mem t))
  have gap := energy_sub_hs hA hc.ne' hU hv hy t
  rw [inverse_form hU, neg_add_cancel, norm_zero] at gap
  have h1 : energy A (v + x) ≤ energy A (v + -(c⁻¹ • E.starProjection t)) :=
    hmin.2 ⟨_, hy, rfl⟩
  linarith [hB0 (Ring.inverse (contrast A c)
    (t - contrast A c (v + -(c⁻¹ • E.starProjection t))))]
```

Q: Is the best polarization unique?

A: For positive definite $B$, yes. If $H(t)=m$, both nonnegative gap terms are zero, so $B^{-1}s=0$, $s=0$ and $t=B(v+x)$.

```lean
/-- Equality case: for `c > 0`, symmetric `A`, positive definite `A - c`, `v` orthogonal to `E` and
`x` at equilibrium, only the polarization `(A - c)(v + x)` reproduces the energy. -/
theorem hs_eq_energy_iff {A : Module.End ℝ V} {E : Submodule ℝ V} {c : ℝ} {v x : V}
    (hA : LinearMap.IsSymmetric A) (hc : 0 < c)
    (hB : ∀ u, u ≠ 0 → 0 < ⟪u, contrast A c u⟫_ℝ) (hv : v ∈ Eᗮ)
    (hx : IsEquilibrium A E v x) (t : V) :
    hs A E c v t = energy A (v + x) ↔ t = contrast A c (v + x) := by
  have hU := isUnit_of_form_ne_zero fun u hu => (hB u hu).ne'
  constructor
  · intro h
    have gap := energy_sub_hs hA hc.ne' hU hv hx.1 t
    rw [inverse_form hU] at gap
    have h2 : 0 ≤ c * ‖x + c⁻¹ • E.starProjection t‖ ^ 2 := by positivity
    have hr : Ring.inverse (contrast A c) (t - contrast A c (v + x)) = 0 := by
      by_contra hne
      linarith [hB _ hne]
    have hs0 := apply_inverse hU (t - contrast A c (v + x))
    rw [hr, map_zero] at hs0
    exact sub_eq_zero.1 hs0.symm
  · rintro rfl
    exact hs_polarization hA hc.ne' hU hv hx

end

end HashinShtrikmanPrinciple
```

```lean
#print axioms HashinShtrikmanPrinciple.hashin_shtrikman
-- 'HashinShtrikmanPrinciple.hashin_shtrikman' depends on axioms: [propext, Classical.choice, Quot.sound]
#print axioms HashinShtrikmanPrinciple.hashin_shtrikman_upper
-- 'HashinShtrikmanPrinciple.hashin_shtrikman_upper' depends on axioms: [propext, Classical.choice, Quot.sound]
#print axioms HashinShtrikmanPrinciple.hs_eq_energy_iff
-- 'HashinShtrikmanPrinciple.hs_eq_energy_iff' depends on axioms: [propext, Classical.choice, Quot.sound]
```

Q: Show me a calculation.

A: Take two equal cells in series with permittivities $2$ and $4$, $v=(1,1)$, $E$ spanned by $(1,-1)$, and $c=1$. For the trial $t=(\tau,\tau)$, $Gt=0$ and $H=2+4\tau-\tfrac43\tau^2$, with maximum $5$ at $\tau=3/2$. The trial field $x=0$ gives energy $6$. Dividing by $\|v\|^2=2$ brackets the effective permittivity between $2.5$ and $3$; the exact value is $8/3$. On a three-dimensional periodic grid, $B^{-1}$ acts point by point and $G$ acts wavevector by wavevector.

Q: So I have the famous bounds in terms of volume fractions?

A: Not yet. Those take a polarization constant in each phase, insert the value of $\|Gt\|^2$ for an isotropic mixture, and optimise the constants. Then $c$ tends to the permittivity of the softer phase for the lower bound, or of the stiffer phase for the upper one. The limit is needed because at that value $A-c$ is only semidefinite, which the theorems here exclude. They supply the inequalities from which this calculation starts.

Q: Then what does it give a simulation, and what is left to me?

A: For static, lossless, linear media with finitely many field components, any trial polarization $t$ gives a bound $H(t)/\|v\|^2$ on the computed effective permittivity along $v\neq0$: a lower bound if $c$ is positive and below the permittivity of every phase, an upper bound if $c$ is above them all. Left to you are the volume-fraction calculation and the passage from the discretised cell to the continuum.
